# For a fixed diagonal Fock matrix, a level shift makes the occupied projector the unique minimizer of the shifted one-electron energy at fixed electron number exactly when every shifted empty level lies above every occupied level

Put one electron in the upper of two orbitals, with energies $e_1 > e_2$: a level shift $b$ raises the empty orbital to $e_2+b$, and once $b > e_1-e_2$ the occupied orbital is the lower of the two. The Lean file below proves the corresponding criterion for any finite set of orbitals, with every real symmetric projector of the same trace admitted as a rival.

```lean
import Mathlib

open Matrix

namespace LevelShiftLocking

noncomputable section

variable {n : Type*} [Fintype n] [DecidableEq n]

/-- The projector on the orbitals in the index set `O`. -/
def occProj (O : Finset n) : Matrix n n ℝ :=
  Matrix.diagonal fun i => if i ∈ O then 1 else 0

/-- The level-shifted Fock matrix `F + b (1 - P)`, with `F` diagonal with entries `e`
and `P` the projector on `O`. -/
def shiftedFock (e : n → ℝ) (O : Finset n) (b : ℝ) : Matrix n n ℝ :=
  Matrix.diagonal e + b • (1 - occProj O)

/-- A real symmetric idempotent matrix with the same trace as the projector on `O`. -/
structure IsCompetitor (O : Finset n) (Q : Matrix n n ℝ) : Prop where
  symm : Qᵀ = Q
  idem : Q * Q = Q
  trace_eq : Q.trace = (occProj O).trace

omit [Fintype n] in
lemma occProj_self (O : Finset n) (i : n) :
    occProj O i i = if i ∈ O then 1 else 0 := by
  simp [occProj]

/-- The projector on any set with as many orbitals as `O` is a competitor. -/
theorem occProj_isCompetitor {O O' : Finset n} (h : O'.card = O.card) :
    IsCompetitor O (occProj O') := by
  refine ⟨by simp [occProj], ?_, ?_⟩
  · unfold occProj
    rw [Matrix.diagonal_mul_diagonal]
    refine congrArg Matrix.diagonal (funext fun k => ?_)
    by_cases hk : k ∈ O' <;> simp [hk]
  · simp [Matrix.trace, occProj, h]

/-- Each diagonal entry of a competitor `Q` is the sum of the squares of the entries in its row. -/
theorem occupation_eq_sum_sq {O : Finset n} {Q : Matrix n n ℝ} (hQ : IsCompetitor O Q)
    (i : n) : Q i i = ∑ j, Q i j ^ 2 := by
  have h := congrFun (congrFun hQ.idem i) i
  rw [Matrix.mul_apply] at h
  refine h.symm.trans (Finset.sum_congr rfl fun j _ => ?_)
  have hs : Q j i = Q i j := congrFun (congrFun hQ.symm i) j
  rw [hs, sq]

lemma occupation_bounds {O : Finset n} {Q : Matrix n n ℝ} (hQ : IsCompetitor O Q)
    (i : n) : 0 ≤ Q i i ∧ Q i i ≤ 1 := by
  have h := occupation_eq_sum_sq hQ i
  have h1 : Q i i ^ 2 ≤ ∑ j, Q i j ^ 2 :=
    Finset.single_le_sum (f := fun j => Q i j ^ 2) (fun j _ => sq_nonneg _)
      (Finset.mem_univ i)
  rw [← h] at h1
  exact ⟨le_trans (sq_nonneg _) h1, by nlinarith⟩

/-- A competitor with the same orbital occupations as the projector on `O` is that projector. -/
theorem eq_occProj_of_occupations {O : Finset n} {Q : Matrix n n ℝ}
    (hQ : IsCompetitor O Q) (hd : ∀ i, Q i i = occProj O i i) : Q = occProj O := by
  ext i j
  by_cases hij : i = j
  · subst hij
    exact hd i
  · have h := occupation_eq_sum_sq hQ i
    have h1 : Q i i ^ 2 + ∑ k ∈ Finset.univ.erase i, Q i k ^ 2 = ∑ k, Q i k ^ 2 :=
      Finset.add_sum_erase Finset.univ (fun k => Q i k ^ 2) (Finset.mem_univ i)
    have h2 : Q i j ^ 2 ≤ ∑ k ∈ Finset.univ.erase i, Q i k ^ 2 :=
      Finset.single_le_sum (f := fun k => Q i k ^ 2) (fun k _ => sq_nonneg _)
        (Finset.mem_erase.2 ⟨Ne.symm hij, Finset.mem_univ j⟩)
    -- an occupation 0 or 1 leaves no room for off-diagonal elements
    have h3 : Q i i ^ 2 = Q i i := by
      rw [hd i, occProj_self]
      split_ifs <;> norm_num
    have h4 : Q i j ^ 2 = 0 := le_antisymm (by linarith) (sq_nonneg _)
    have h5 : Q i j = 0 := pow_eq_zero_iff (two_ne_zero) |>.1 h4
    rw [h5]
    simp [occProj, hij]

/-- The energy of a competitor relative to the projector on `O` is a sum over orbitals of
shifted level, measured from any reference `μ`, times change of occupation. -/
theorem excess_energy (e : n → ℝ) (b μ : ℝ) {O : Finset n} {Q : Matrix n n ℝ}
    (hQ : IsCompetitor O Q) :
    (shiftedFock e O b * Q).trace - (shiftedFock e O b * occProj O).trace =
      ∑ i, ((if i ∈ O then e i else e i + b) - μ) * (Q i i - occProj O i i) := by
  have hF : shiftedFock e O b =
      Matrix.diagonal fun i => if i ∈ O then e i else e i + b := by
    ext i j
    by_cases hij : i = j
    · subst hij
      by_cases hi : i ∈ O <;> simp [shiftedFock, occProj, hi]
    · simp [shiftedFock, occProj, hij]
  have ht : ∑ i, Q i i = ∑ i, occProj O i i := hQ.trace_eq
  have hE : ∀ (g : n → ℝ) (R : Matrix n n ℝ),
      (Matrix.diagonal g * R).trace = ∑ i, g i * R i i := by
    intro g R
    simp [Matrix.trace, Matrix.diagonal_mul]
  rw [hF, hE, hE]
  simp only [sub_mul, mul_sub, Finset.sum_sub_distrib, ← Finset.mul_sum]
  linear_combination μ * ht

lemma excess_term_nonneg {e : n → ℝ} {b μ : ℝ} {O : Finset n} {Q : Matrix n n ℝ}
    (hQ : IsCompetitor O Q) (hO : ∀ i ∈ O, e i ≤ μ) (hV : ∀ a, a ∉ O → μ ≤ e a + b) (i : n) :
    0 ≤ ((if i ∈ O then e i else e i + b) - μ) * (Q i i - occProj O i i) := by
  obtain ⟨h0, h1⟩ := occupation_bounds hQ i
  rw [occProj_self]
  by_cases hi : i ∈ O
  · rw [if_pos hi, if_pos hi]
    nlinarith [mul_nonneg (sub_nonneg.2 (hO i hi)) (sub_nonneg.2 h1)]
  · rw [if_neg hi, if_neg hi, sub_zero]
    exact mul_nonneg (sub_nonneg.2 (hV i hi)) h0

omit [DecidableEq n] in
lemma exists_reference (e : n → ℝ) (b : ℝ) (O : Finset n) :
    ∃ μ, (∀ i ∈ O, e i ≤ μ) ∧ ((∃ i ∈ O, e i = μ) ∨ ∀ a, μ < e a + b) := by
  rcases O.eq_empty_or_nonempty with h | h
  · subst h
    refine ⟨-(∑ k, |e k + b|) - 1, by simp, Or.inr fun a => ?_⟩
    have h1 : |e a + b| ≤ ∑ k, |e k + b| :=
      Finset.single_le_sum (f := fun k => |e k + b|) (fun k _ => abs_nonneg _)
        (Finset.mem_univ a)
    have h2 := neg_abs_le (e a + b)
    linarith
  · obtain ⟨m, hm, hmax⟩ := O.exists_max_image e h
    exact ⟨e m, hmax, Or.inl ⟨m, hm, rfl⟩⟩

/-- Moving one electron from an occupied orbital `i` to an empty orbital `a` gives a competitor
whose level-shifted energy is higher by `e a + b - e i`. -/
theorem single_excitation (e : n → ℝ) (b : ℝ) {O : Finset n} {i a : n}
    (hi : i ∈ O) (ha : a ∉ O) :
    IsCompetitor O (occProj (insert a (O.erase i))) ∧
    (shiftedFock e O b * occProj (insert a (O.erase i))).trace -
      (shiftedFock e O b * occProj O).trace = e a + b - e i := by
  have hc : IsCompetitor O (occProj (insert a (O.erase i))) := by
    apply occProj_isCompetitor
    rw [Finset.card_insert_of_notMem (fun h => ha (Finset.mem_of_mem_erase h)),
      Finset.card_erase_add_one hi]
  refine ⟨hc, ?_⟩
  -- measured from the level of `i`, only the orbital `a` contributes
  rw [excess_energy e b (e i) hc, Finset.sum_eq_single a]
  · simp [occProj_self, ha]
  · intro k _ hk
    by_cases hki : k = i
    · subst hki
      simp [hi]
    · simp [occProj_self, hk, hki]
  · intro h
    exact absurd (Finset.mem_univ a) h

/-- The projector on `O` minimizes the level-shifted energy among its competitors exactly when
no occupied level lies above a shifted empty level. -/
theorem minimizer_iff (e : n → ℝ) (b : ℝ) (O : Finset n) :
    (∀ Q, IsCompetitor O Q →
      (shiftedFock e O b * occProj O).trace ≤ (shiftedFock e O b * Q).trace) ↔
    ∀ i ∈ O, ∀ a, a ∉ O → e i ≤ e a + b := by
  constructor
  · intro h i hi a ha
    obtain ⟨hc, hE⟩ := single_excitation e b hi ha
    linarith [h _ hc]
  · intro h Q hQ
    obtain ⟨μ, hO, hμ⟩ := exists_reference e b O
    have hV : ∀ a, a ∉ O → μ ≤ e a + b := by
      intro a ha
      rcases hμ with ⟨m, hm, rfl⟩ | hμ
      · exact h m hm a ha
      · exact (hμ a).le
    have hs := Finset.sum_nonneg fun i (_ : i ∈ Finset.univ) => excess_term_nonneg hQ hO hV i
    rw [← excess_energy e b μ hQ] at hs
    linarith

/-- The projector on `O` has strictly lower level-shifted energy than every other competitor
exactly when every occupied level lies below every shifted empty level. -/
theorem unique_minimizer_iff (e : n → ℝ) (b : ℝ) (O : Finset n) :
    (∀ Q, IsCompetitor O Q → Q ≠ occProj O →
      (shiftedFock e O b * occProj O).trace < (shiftedFock e O b * Q).trace) ↔
    ∀ i ∈ O, ∀ a, a ∉ O → e i < e a + b := by
  constructor
  · intro h i hi a ha
    obtain ⟨hc, hE⟩ := single_excitation e b hi ha
    have hne : occProj (insert a (O.erase i)) ≠ occProj O := by
      intro heq
      have h1 := congrFun (congrFun heq a) a
      simp [occProj_self, ha] at h1
    linarith [h _ hc hne]
  · intro h Q hQ hne
    obtain ⟨μ, hO, hμ⟩ := exists_reference e b O
    have hV : ∀ a, a ∉ O → μ < e a + b := by
      intro a ha
      rcases hμ with ⟨m, hm, rfl⟩ | hμ
      · exact h m hm a ha
      · exact hμ a
    have hpos := excess_term_nonneg hQ hO (fun a ha => (hV a ha).le)
    by_contra hlt
    have hs := Finset.sum_nonneg fun i (_ : i ∈ Finset.univ) => hpos i
    have hE := excess_energy e b μ hQ
    have hz := (Finset.sum_eq_zero_iff_of_nonneg fun i _ => hpos i).1
      (le_antisymm (by linarith [not_lt.1 hlt]) hs)
    -- zero excess energy empties all orbitals outside `O`
    have hle : ∀ i, 0 ≤ occProj O i i - Q i i := by
      intro i
      rw [occProj_self]
      by_cases hi : i ∈ O
      · rw [if_pos hi]
        linarith [(occupation_bounds hQ i).2]
      · have h1 := hz i (Finset.mem_univ i)
        rw [occProj_self, if_neg hi, if_neg hi, sub_zero] at h1
        rcases mul_eq_zero.1 h1 with h2 | h2
        · linarith [hV i hi]
        · rw [if_neg hi, h2, sub_zero]
    -- the trace then fills all orbitals in `O`
    have ht : ∑ i, Q i i = ∑ i, occProj O i i := hQ.trace_eq
    have hsum : ∑ i, (occProj O i i - Q i i) = 0 := by
      rw [Finset.sum_sub_distrib, ht, sub_self]
    have hd := (Finset.sum_eq_zero_iff_of_nonneg fun i _ => hle i).1 hsum
    exact hne (eq_occProj_of_occupations hQ fun i => by linarith [hd i (Finset.mem_univ i)])

/-- If an empty level lies below an occupied one, some competitor has lower unshifted energy than
the projector on `O`, yet for all large enough shifts that projector is the unique minimizer. -/
theorem level_shift_locks_nonaufbau (e : n → ℝ) {O : Finset n} {i a : n}
    (hi : i ∈ O) (ha : a ∉ O) (hai : e a < e i) :
    (∃ Q, IsCompetitor O Q ∧
      (Matrix.diagonal e * Q).trace < (Matrix.diagonal e * occProj O).trace) ∧
    ∃ b₀ : ℝ, ∀ b > b₀, ∀ Q, IsCompetitor O Q → Q ≠ occProj O →
      (shiftedFock e O b * occProj O).trace < (shiftedFock e O b * Q).trace := by
  constructor
  · obtain ⟨hc, hE⟩ := single_excitation e 0 hi ha
    have h0 : shiftedFock e O 0 = Matrix.diagonal e := by simp [shiftedFock]
    rw [h0] at hE
    exact ⟨_, hc, by linarith⟩
  · refine ⟨2 * ∑ k, |e k|, fun b hb => (unique_minimizer_iff e b O).2 ?_⟩
    intro j _ c _
    have hS : ∀ k, |e k| ≤ ∑ k, |e k| := fun k =>
      Finset.single_le_sum (f := fun k => |e k|) (fun k _ => abs_nonneg _)
        (Finset.mem_univ k)
    linarith [hS j, hS c, le_abs_self (e j), neg_abs_le (e c)]

end

end LevelShiftLocking
```

```lean
#print axioms LevelShiftLocking.minimizer_iff
#print axioms LevelShiftLocking.level_shift_locks_nonaufbau
```

```
'LevelShiftLocking.minimizer_iff' depends on axioms: [propext, Classical.choice, Quot.sound]
'LevelShiftLocking.level_shift_locks_nonaufbau' depends on axioms: [propext, Classical.choice, Quot.sound]
```

## Two orbitals, one electron

The rivals in the two-orbital case include mixtures of the orbitals as well as the swapped occupation. A real normalised orbital $(\cos\theta, \sin\theta)$ has the projector

$$Q_\theta=\begin{pmatrix}\cos^2\theta & \cos\theta\sin\theta\\ \cos\theta\sin\theta & \sin^2\theta\end{pmatrix}.$$

The shifted Fock matrix is diagonal with entries $e_1$ and $e_2+b$, so the energy of $Q_\theta$ is $e_1\cos^2\theta+(e_2+b)\sin^2\theta$. Relative to the occupied projector, $\theta=0$, this is an excess of

$$(e_2+b-e_1)\sin^2\theta.$$

If the bracket is positive, every projector other than the occupied one costs energy. If it is zero, all of them are degenerate. If it is negative, moving the electron to the other orbital lowers the energy.

## The criterion for any occupied set

Let $F$ be diagonal with real entries $e_i$, let $O$ be the set of occupied orbitals, and let $P$ be the diagonal projector with $P_{ii}=1$ for $i\in O$ and $P_{ii}=0$ otherwise. The theorem `unique_minimizer_iff` says that

$$\operatorname{tr}\big((F+b(1-P))P\big)<\operatorname{tr}\big((F+b(1-P))Q\big)$$

for every competitor $Q\neq P$ if and only if $e_i<e_a+b$ for all $i\in O$ and $a\notin O$. Since $P$ is itself a competitor, the left side of this equivalence says that $P$ is the unique minimizer. The companion `minimizer_iff` replaces both strict inequalities by non-strict ones: $P$ is a minimizer, perhaps one of several, exactly when $e_i\le e_a+b$ for all such pairs.

In the file, `n` is the finite index type of the orbitals, `e` holds the orbital energies, `occProj O` is $P$ and `shiftedFock e O b` is $F+b(1-P)$. The structure `IsCompetitor O Q` requires $Q^T=Q$, $Q^2=Q$ and $\operatorname{tr}Q=\operatorname{tr}P$. Physically, $Q$ is the density matrix of a single determinant with real orbitals and the same number of electrons as $P$. Each index is a spin orbital, or a spatial orbital within one spin channel, so occupations run from 0 to 1.

The shift $b$ may be any real number. The set $O$ may be empty or contain every orbital; there are then no pairs to compare, and $P$ is the only competitor.

The third theorem, `level_shift_locks_nonaufbau`, takes an occupied orbital $i$ and an empty orbital $a$ with $e_a<e_i$, which makes $P$ a non-aufbau state. Without a shift, some competitor has lower energy than $P$. Yet there is a threshold $b_0$ such that $P$ is the unique minimizer for every $b>b_0$.

## Where this meets SCF iteration

In a level-shifted SCF step, the virtual orbitals of the current density are raised before the new occupied orbitals are chosen. When $F$ and the current density $P$ are diagonal in the same basis, so that they commute as they do at a self-consistent solution, the theorem describes when the lowest-energy choice simply returns the current density, even if that density leaves a low-lying orbital empty. With a large enough shift, a non-aufbau self-consistent solution is therefore a fixed point of the iteration, and a repeated density does not by itself show that the aufbau principle holds for the unshifted matrix.

The model has an orthonormal basis, finitely many orbitals and integer total occupation, with no thermal smearing. The quantity minimized is the linear functional $\operatorname{tr}((F+b(1-P))Q)$, not the Hartree–Fock energy, in which $F$ would change with $Q$. Whether an SCF iteration started near $P$ converges to it is a separate question.

## Excess energy, orbital by orbital

Symmetry and idempotency restrict the occupations of a competitor:

$$Q_{ii}=\sum_j Q_{ij}Q_{ji}=\sum_j Q_{ij}^2 .$$

Hence $Q_{ii}\ge 0$. The sum contains the term $Q_{ii}^2$, so $Q_{ii}^2\le Q_{ii}$ and therefore $Q_{ii}\le 1$. These are `occupation_eq_sum_sq` and `occupation_bounds`.

Write $g_i=e_i$ for $i\in O$ and $g_i=e_i+b$ for $i\notin O$. The shifted matrix is diagonal with entries $g_i$, so only the diagonal of $Q$ enters the energy. Because $Q$ and $P$ have equal traces, $\sum_i(Q_{ii}-P_{ii})=0$, and any reference level $\mu$ can be subtracted:

$$\operatorname{tr}\big((F+b(1-P))(Q-P)\big)=\sum_i g_i(Q_{ii}-P_{ii})=\sum_i(g_i-\mu)(Q_{ii}-P_{ii}).$$

This is `excess_energy`. Its closing step, `linear_combination μ * ht`, adds $\mu$ times the trace equality `ht`.

## Why the inequality suffices

Suppose first that $e_i\le e_a+b$ for every occupied–empty pair. If $O$ is nonempty, take $\mu$ to be the highest occupied level. If $O$ is empty, take any $\mu$ below all the shifted levels. The lemma `exists_reference` covers both cases. The terms of the excess energy are then

$$(e_i-\mu)(Q_{ii}-1)\ge 0\quad(i\in O),\qquad (e_a+b-\mu)\,Q_{aa}\ge 0\quad(a\notin O).$$

In the first product neither factor is positive; in the second neither is negative. This is `excess_term_nonneg`, and summing over the orbitals shows that $P$ is a minimizer.

Now let the inequalities be strict, and suppose that a competitor $Q\ne P$ has energy no higher than $P$. The excess is a sum of nonnegative terms and is at most zero, so each term vanishes. For $a\notin O$ the factor $e_a+b-\mu$ is positive, which forces $Q_{aa}=0$.

The same argument fails for the highest occupied orbital, where $e_i-\mu=0$ and the term vanishes whatever $Q_{ii}$ is. The trace settles the occupied orbitals instead. With all empty orbitals at occupation zero, equality of the traces gives

$$\sum_{i\in O}(1-Q_{ii})=0,$$

and since no summand is negative, $Q_{ii}=1$ for every $i\in O$. In the Lean proof, `hle` records that $P_{ii}-Q_{ii}\ge0$ for every orbital, `hsum` that these differences add up to zero, and `hd` that each of them is zero.

The diagonals of $Q$ and $P$ now agree. For each $i$,

$$\sum_{j\ne i}Q_{ij}^2=Q_{ii}-Q_{ii}^2=0,$$

because $Q_{ii}$ is 0 or 1. All off-diagonal elements vanish and $Q=P$, which contradicts the assumption. This last step is `eq_occProj_of_occupations`.

## Why the inequality is necessary

Take $i\in O$ and $a\notin O$, and move one electron from $i$ to $a$. The new occupied set is $(O\setminus\{i\})\cup\{a\}$, written `insert a (O.erase i)` in the file. It has as many elements as $O$, so `occProj_isCompetitor` makes its projector a competitor. Only two occupations change, and the excess energy is

$$(e_a+b)-e_i .$$

The lemma `single_excitation` obtains this from `excess_energy` with $\mu=e_i$, which removes the contribution of orbital $i$ and leaves that of $a$ alone. If $P$ is a minimizer, the excess is nonnegative. If $P$ is the unique minimizer, the excess is positive, because the new projector differs from $P$ in its $a$-th diagonal entry. Applied to every pair, this gives the conditions of the two equivalences.

## How large a shift is enough

For a non-aufbau pair with $e_a<e_i$, the same excitation at $b=0$ changes the energy by $e_a-e_i<0$. This supplies the better competitor in `level_shift_locks_nonaufbau`.

For the second half, the proof takes $b_0=2\sum_k|e_k|$. For any occupied $j$ and empty $c$,

$$e_j-e_c\le |e_j|+|e_c|\le 2\sum_k|e_k|<b,$$

so the criterion holds. This threshold is chosen for a short proof and is usually far too generous. When there are both occupied and empty orbitals, the equivalence itself puts the exact threshold at $\max_{i\in O}e_i-\min_{a\notin O}e_a$, the highest occupied level minus the lowest empty one, which is negative if all empty levels already lie above the occupied ones.
